# Frozen-orbital bounds on the relaxed binding energy for a fixed-orbital energy linear in the occupation

## An error of unknown sign

Suppose the binding energy of an atom's outer electron is estimated without letting the other orbitals respond to its removal. Compared with the relaxed value, for which they do respond within the same model, the estimate is off by the relaxation energy. If the sign of this error is unknown, the number bounds nothing: the relaxed value may lie on either side of it. A second estimate, made by attaching the electron to the relaxed ion with the ion's orbitals held fixed, will usually differ from the first, and nothing says whether the relaxed value lies between them.

The sign is fixed when the total energy at fixed orbitals is linear in the outer electron's occupation and the relaxed orbitals are global minimisers over one common set. Frozen removal then never gives a binding energy below the relaxed value, and frozen attachment never gives one above it.

## Energy at fixed and at relaxed orbitals

Let $c$ denote a full set of orbitals, drawn from a set $K$ of allowed choices, and let $n$ be the occupation of the outer spin orbital. The energy at fixed orbitals is

$$T_n(c) = A(c) + nB(c).$$

Here $A(c)$ is the energy without the outer electron, and $B(c)$ is the energy of adding it with the orbitals held fixed. Hartree-Fock theory has this form, because an electron's Coulomb and exchange interactions with itself cancel. $B$ is then the one-electron energy of the outer orbital plus its Coulomb and exchange interaction with the other electrons. This is the outer orbital's diagonal element of the Fock operator, and equals its orbital energy when the orbital is an eigenfunction of that operator.

The relaxed energy is $E(n)=\inf_{c\in K}T_n(c)$, and the relaxed binding energy is $E(0)-E(1)$. For Hartree-Fock calculations in a finite basis, the bounds below say on which side of the relaxed energy difference a frozen-orbital estimate lies, provided both energies are global minima over the same orbital set. They do not compare it with experiment, since correlation is absent from the model.

## The statement and its reading in Lean

Let $K$ be nonempty and compact, with $A$ and $B$ continuous on it. Then relaxed orbitals exist at every real $n$, $E$ is concave on $[0,1]$, and any orbitals $c_0$ relaxed at $n=0$ and $c_1$ relaxed at $n=1$ satisfy

$$B(c_1)\le E(1)-E(0)\le B(c_0).$$

In terms of the binding energy, $-B(c_0)\le E(0)-E(1)\le -B(c_1)$.

This is `frozen_orbital_bounds`. The type `X` holds the orbital configurations, `total A B n c` is $T_n(c)$, and `energy A B K n` is $E(n)$, written as an `sInf`. `IsRelaxed A B K n c` says that $c$ lies in $K$ and minimises $T_n$ over all of $K$. A self-consistent solution that is only a local minimum does not qualify, and the bounds can fail for it. In Hartree-Fock theory the outer orbital is empty at $n=0$ and does not affect $A$, so any choice of it orthogonal to the occupied orbitals is allowed in $c_0$; the choice with the lowest $B$ gives the tightest bound.

Linearity in $n$ is built into `total`; compactness and continuity are hypotheses. Orthonormal orbitals in a finite basis form a compact set, whereas the full infinite-dimensional orbital space would need a separate argument. No Hartree-Fock functional is constructed in the file.

## Derivation from trial orbitals

**Existence.** $T_n$ is continuous on a nonempty compact set, so it attains its minimum at some $c$, and $E(n)=T_n(c)$. For any $d\in K$, $E(n)\le T_n(d)$.

**Concavity.** Take $x,y\in[0,1]$, weights $a,b\ge0$ with $a+b=1$, and $c$ relaxed at $z=ax+by$. Using $c$ as trial orbitals at both ends,

$$aE(x)+bE(y)\le a[A(c)+xB(c)]+b[A(c)+yB(c)]=A(c)+zB(c)=E(z).$$

**Frozen orbitals.** If $c$ is relaxed at $n$, using it at $m$ gives

$$E(m)-E(n)\le [A(c)+mB(c)]-[A(c)+nB(c)]=(m-n)B(c).$$

With $n=0$, $m=1$, $c=c_0$ this is the upper bound. With $n=1$, $m=0$, $c=c_1$ it reads $E(0)-E(1)\le -B(c_1)$, which is the lower bound.

**Exactness.** Equality in the frozen-orbital inequality means $T_m(c)=E(m)$, that is, $c$ is also relaxed at $m$.

**Monotonicity.** Let $c$ be relaxed at $n$ and $d$ at $m>n$. Adding $T_n(c)\le T_n(d)$ and $T_m(d)\le T_m(c)$ gives $(m-n)[B(d)-B(c)]\le0$, so $B(d)\le B(c)$.

**Slope.** For $c$ relaxed at $n$, the function $g(m)=T_m(c)-E(m)$ is nonnegative and vanishes at $m=n$. If $E$ is differentiable there, $g'(n)=B(c)-E'(n)=0$. This is Janak's relation for a fixed-orbital energy linear in $n$; in density functional theory the relation also covers a fixed-orbital energy that is nonlinear in $n$.

**A strict example.** Take $K=[0,1]$, $A(c)=c^2$ and $B(c)=b-2c$, with $b$ a constant energy offset. Then $T_n(c)=(c-n)^2+nb-n^2$, so for $n\in[0,1]$ the choice $c=n$ is relaxed and $E(n)=nb-n^2$. The bounds become $b-2<b-1<b$.

## The Lean file

```lean
import Mathlib

open Set

namespace FrozenOrbitalBounds

noncomputable section

variable {X : Type*}

/-- Total energy at orbitals `c` when the outer electron has occupation `n`: the core part `A c`
plus `n` times the energy `B c` of adding the electron with the orbitals held fixed. -/
def total (A B : X → ℝ) (n : ℝ) (c : X) : ℝ := A c + n * B c

/-- Relaxed energy at occupation `n`: the infimum of the total energy over the orbital set `K`,
meant for nonempty `K` on which the total energy is bounded below. -/
def energy (A B : X → ℝ) (K : Set X) (n : ℝ) : ℝ := sInf (total A B n '' K)

/-- The orbitals `c` are relaxed at occupation `n`: they lie in `K` and minimise the total energy
there. -/
def IsRelaxed (A B : X → ℝ) (K : Set X) (n : ℝ) (c : X) : Prop :=
  c ∈ K ∧ ∀ d ∈ K, total A B n c ≤ total A B n d

/-- The relaxed energy is the total energy at any relaxed orbitals. -/
theorem energy_eq {A B : X → ℝ} {K : Set X} {n : ℝ} {c : X} (h : IsRelaxed A B K n c) :
    energy A B K n = total A B n c := by
  have hl : IsLeast (total A B n '' K) (total A B n c) := by
    refine ⟨⟨c, h.1, rfl⟩, ?_⟩
    rintro _ ⟨d, hd, rfl⟩
    exact h.2 d hd
  exact hl.csInf_eq

/-- If `c` is relaxed at occupation `n` and `d` at a larger occupation `m`, then the
frozen-orbital attachment energy at `d` is at most that at `c`. -/
theorem frozen_antitone {A B : X → ℝ} {K : Set X} {n m : ℝ} {c d : X} (hnm : n < m)
    (hc : IsRelaxed A B K n c) (hd : IsRelaxed A B K m d) : B d ≤ B c := by
  have h1 := hc.2 d hd.1
  have h2 := hd.2 c hc.1
  simp only [total] at h1 h2
  by_contra hlt
  have h3 : 0 < (m - n) * (B d - B c) :=
    mul_pos (sub_pos.mpr hnm) (sub_pos.mpr (not_le.mp hlt))
  nlinarith

variable [TopologicalSpace X] {A B : X → ℝ} {K : Set X}

/-- Variational principle: for continuous `A`, `B` on a compact orbital set, every trial orbital
in the set gives an upper bound to the relaxed energy. -/
theorem energy_le (hK : IsCompact K) (hA : ContinuousOn A K) (hB : ContinuousOn B K)
    (n : ℝ) {c : X} (hc : c ∈ K) : energy A B K n ≤ total A B n c := by
  have hcont : ContinuousOn (total A B n) K := hA.add (continuousOn_const.mul hB)
  exact csInf_le (hK.image_of_continuousOn hcont).bddBelow ⟨c, hc, rfl⟩

/-- For continuous `A`, `B` on a compact orbital set, changing the occupation from `n` to `m` with
the orbitals frozen at those relaxed for `n` gives an upper bound to the relaxed energy change. -/
theorem energy_sub_le (hK : IsCompact K) (hA : ContinuousOn A K) (hB : ContinuousOn B K)
    {n : ℝ} {c : X} (hc : IsRelaxed A B K n c) (m : ℝ) :
    energy A B K m - energy A B K n ≤ (m - n) * B c := by
  have h1 := energy_le hK hA hB m hc.1
  rw [energy_eq hc]
  simp only [total] at h1 ⊢
  linarith

/-- For continuous `A`, `B` on a nonempty compact orbital set, relaxed orbitals exist at every
occupation and the relaxed energy is concave for occupations between 0 and 1. The relaxed
attachment energy `E(1) - E(0)` lies between the frozen-orbital values at orbitals relaxed with
the electron present (`c₁`, lower bound) and absent (`c₀`, upper bound). -/
theorem frozen_orbital_bounds (hK : IsCompact K) (hne : K.Nonempty)
    (hA : ContinuousOn A K) (hB : ContinuousOn B K) :
    (∀ n, ∃ c, IsRelaxed A B K n c) ∧
    ConcaveOn ℝ (Icc 0 1) (energy A B K) ∧
    ∀ c₀ c₁, IsRelaxed A B K 0 c₀ → IsRelaxed A B K 1 c₁ →
      B c₁ ≤ energy A B K 1 - energy A B K 0 ∧
      energy A B K 1 - energy A B K 0 ≤ B c₀ := by
  have hex : ∀ n, ∃ c, IsRelaxed A B K n c := by
    intro n
    have hcont : ContinuousOn (total A B n) K := hA.add (continuousOn_const.mul hB)
    obtain ⟨c, hc, hm⟩ := hK.exists_isMinOn hne hcont
    exact ⟨c, hc, fun d hd => isMinOn_iff.mp hm d hd⟩
  refine ⟨hex, ⟨convex_Icc 0 1, ?_⟩, ?_⟩
  · intro x _ y _ a b ha hb hab
    -- the minimiser at the intermediate occupation is a trial orbital at both ends
    obtain ⟨c, hc⟩ := hex (a • x + b • y)
    have hx := mul_le_mul_of_nonneg_left (energy_le hK hA hB x hc.1) ha
    have hy := mul_le_mul_of_nonneg_left (energy_le hK hA hB y hc.1) hb
    have hs : (a + b) * A c = A c := by rw [hab, one_mul]
    rw [energy_eq hc]
    simp only [total, smul_eq_mul] at hx hy ⊢
    nlinarith
  · intro c₀ c₁ h₀ h₁
    -- attachment with orbitals `c₀`, removal with orbitals `c₁`
    have hatt := energy_sub_le hK hA hB h₀ 1
    have hrem := energy_sub_le hK hA hB h₁ 0
    constructor <;> linarith

/-- For continuous `A`, `B` on a compact orbital set, the frozen-orbital energy change from
occupation `n` to `m` is exact if and only if the orbitals relaxed at `n` are also relaxed
at `m`. -/
theorem frozen_exact_iff (hK : IsCompact K) (hA : ContinuousOn A K) (hB : ContinuousOn B K)
    {n : ℝ} {c : X} (hc : IsRelaxed A B K n c) (m : ℝ) :
    energy A B K m - energy A B K n = (m - n) * B c ↔ IsRelaxed A B K m c := by
  constructor
  · intro h
    refine ⟨hc.1, fun d hd => ?_⟩
    have h1 := energy_le hK hA hB m hd
    rw [energy_eq hc] at h
    simp only [total] at h h1 ⊢
    linarith
  · intro h
    rw [energy_eq hc, energy_eq h]
    simp only [total]
    ring

/-- Janak's relation in the special case of a total energy linear in the occupation at fixed
orbitals: for continuous `A`, `B` on a compact orbital set, wherever the relaxed energy is
differentiable in the occupation, its slope is the frozen-orbital attachment energy at any relaxed
orbitals. -/
theorem janak (hK : IsCompact K) (hA : ContinuousOn A K) (hB : ContinuousOn B K)
    {n e : ℝ} {c : X} (hc : IsRelaxed A B K n c) (hE : HasDerivAt (energy A B K) e n) :
    e = B c := by
  have h1 : HasDerivAt (fun m : ℝ => total A B m c) (B c) n := by
    have h := ((hasDerivAt_id' n).mul_const (B c)).const_add (A c)
    rw [one_mul] at h
    exact h
  -- the error of the frozen orbitals is nonnegative and vanishes at `n`
  have hmin : IsLocalMin (fun m : ℝ => total A B m c - energy A B K m) n := by
    refine Filter.Eventually.of_forall fun m => ?_
    show total A B n c - energy A B K n ≤ total A B m c - energy A B K m
    have h2 := energy_le hK hA hB m hc.1
    have h3 := energy_eq hc
    linarith
  have h0 := hmin.hasDerivAt_eq_zero (h1.fun_sub hE)
  linarith

/-- Core energy of a one-parameter model: quadratic in the orbital parameter `c`. -/
def modelA (c : ℝ) : ℝ := c ^ 2

/-- Attachment energy of the model at fixed orbital parameter `c`, with offset `b`. -/
def modelB (b c : ℝ) : ℝ := b - 2 * c

/-- In the model with orbital parameter in `[0, 1]`, the parameter `c = n` is relaxed at each
occupation `n` in `[0, 1]`, and both frozen-orbital bounds on `E(1) - E(0)` are strict. -/
theorem model_strict (b : ℝ) :
    (∀ n ∈ Icc (0 : ℝ) 1, IsRelaxed modelA (modelB b) (Icc 0 1) n n) ∧
    modelB b 1 < energy modelA (modelB b) (Icc 0 1) 1 - energy modelA (modelB b) (Icc 0 1) 0 ∧
    energy modelA (modelB b) (Icc 0 1) 1 - energy modelA (modelB b) (Icc 0 1) 0 < modelB b 0 := by
  have h : ∀ n ∈ Icc (0 : ℝ) 1, IsRelaxed modelA (modelB b) (Icc 0 1) n n := by
    intro n hn
    refine ⟨hn, fun d _ => ?_⟩
    simp only [total, modelA, modelB]
    nlinarith [sq_nonneg (d - n)]
  have e0 := energy_eq (h 0 (by norm_num))
  have e1 := energy_eq (h 1 (by norm_num))
  refine ⟨h, ?_, ?_⟩ <;> rw [e0, e1] <;> simp only [total, modelA, modelB] <;> linarith

end

end FrozenOrbitalBounds
```

```lean
#print axioms FrozenOrbitalBounds.frozen_orbital_bounds
#print axioms FrozenOrbitalBounds.frozen_exact_iff
#print axioms FrozenOrbitalBounds.janak
#print axioms FrozenOrbitalBounds.model_strict
```

```
'FrozenOrbitalBounds.frozen_orbital_bounds' depends on axioms: [propext, Classical.choice, Quot.sound]
'FrozenOrbitalBounds.frozen_exact_iff' depends on axioms: [propext, Classical.choice, Quot.sound]
'FrozenOrbitalBounds.janak' depends on axioms: [propext, Classical.choice, Quot.sound]
'FrozenOrbitalBounds.model_strict' depends on axioms: [propext, Classical.choice, Quot.sound]
```

## From trial orbitals to Lean lemmas

`energy_eq` shows that the energy at relaxed orbitals is the least element of the set of energies, hence its infimum. `energy_le` is the variational principle: the continuous image of a compact set is bounded below, so `csInf_le` applies. `energy_sub_le` combines the two into the frozen-orbital inequality.

In `frozen_orbital_bounds`, `exists_isMinOn` supplies the minimisers. For concavity, `hx` and `hy` are the two trial-orbital inequalities multiplied by their weights, `hs` uses $a+b=1$ to combine the $A(c)$ terms, and `nlinarith` finishes the algebra. The terms `hatt` and `hrem` are the attachment and removal inequalities, from which `linarith` reads off both bounds.

`frozen_antitone` argues by contradiction: if $B(d)>B(c)$, the product $(m-n)[B(d)-B(c)]$ is positive, against the sum of the two minimum conditions. It needs neither compactness nor continuity. `frozen_exact_iff` proves its forward direction by comparing $T_m(c)=E(m)$ with an arbitrary $T_m(d)$.

In `janak`, `hmin` records that $g$ has a minimum at $n$, and `hasDerivAt_eq_zero` makes its derivative vanish. The derivative is two-sided, so at $n=0$ or $n=1$ it also involves occupations outside $[0,1]$. In `model_strict`, the square $(d-n)^2\ge0$ is the hint that proves $c=n$ optimal.
